# For finite systems, Tr₂(−i[H, ρ]) depends on Tr₂ρ alone for all matrices ρ exactly when H = A⊗1 + 1⊗B

Q: Two finite quantum systems share a Hamiltonian $H$. I want to know when the first obeys an equation of motion of its own. Which definitions and conventions do you use?

A: The labels `m` and `n` are index types for the two bases, not dimensions. A joint matrix has entries $M_{ij,kl}$, with $i,k$ in the first system and $j,l$ in the second. I set $\hbar=1$ and write $[X,Y]=XY-YX$.

```lean
import Mathlib

open Matrix
open scoped Kronecker

namespace AutonomousSubsystem

noncomputable section

/-- The commutator `[X, Y] = XY - YX` of two square matrices. -/
def comm {k : Type*} [Fintype k] (X Y : Matrix k k ℂ) : Matrix k k ℂ := X * Y - Y * X
```

A: The reduced matrix is $(\mathrm{Tr}_2\rho)_{ik}=\sum_j\rho_{ij,kj}$, called `ptrace`. It is linear, so it respects differences.

```lean
variable {m n : Type*} [Fintype n]

/-- The partial trace over the second factor of a matrix on the composite system. -/
def ptrace (ρ : Matrix (m × n) (m × n) ℂ) : Matrix m m ℂ :=
  Matrix.of fun i k => ∑ j, ρ (i, j) (k, j)

/-- The partial trace of a difference is the difference of the partial traces. -/
theorem ptrace_sub (ρ σ : Matrix (m × n) (m × n) ℂ) :
    ptrace (ρ - σ) = ptrace ρ - ptrace σ := by
  ext i k
  simp [ptrace, Finset.sum_sub_distrib]
```

A: "Non-interacting" means that some $A$ and $B$ give $M=A\otimes1+1\otimes B$. The symbol `⊗ₖ` is the Kronecker product.

```lean
variable [Fintype m] [DecidableEq m] [DecidableEq n]

/-- A matrix on the composite system is non-interacting if it is a sum `A ⊗ 1 + 1 ⊗ B` of
one term for each subsystem. -/
def NonInteracting (M : Matrix (m × n) (m × n) ℂ) : Prop :=
  ∃ (A : Matrix m m ℂ) (B : Matrix n n ℂ), M = A ⊗ₖ 1 + 1 ⊗ₖ B
```

Q: Why should such a sum give the first system a closed equation?

A: A local factor comes out of the partial trace:
$$\mathrm{Tr}_2((A\otimes1)\rho)_{ik}=\sum_{j,i'}A_{ii'}\rho_{i'j,kj}=(A\,\mathrm{Tr}_2\rho)_{ik},$$
and likewise on the right. A factor of the second system moves cyclically:
$$\mathrm{Tr}_2((1\otimes B)\rho)_{ik}=\sum_{j,l}B_{jl}\rho_{il,kj}=\mathrm{Tr}_2(\rho(1\otimes B))_{ik}.$$
The $B$ terms cancel in the commutator, leaving $\mathrm{Tr}_2[A\otimes1+1\otimes B,\rho]=[A,\mathrm{Tr}_2\rho]$. The next three lemmas are these three identities; the exchanges of sums are `Finset.sum_comm`.

```lean
omit [DecidableEq m] in
/-- An operator of the first subsystem can be taken out of the partial trace, on the left
and on the right. -/
theorem ptrace_local (A : Matrix m m ℂ) (ρ : Matrix (m × n) (m × n) ℂ) :
    ptrace ((A ⊗ₖ (1 : Matrix n n ℂ)) * ρ) = A * ptrace ρ ∧
      ptrace (ρ * (A ⊗ₖ (1 : Matrix n n ℂ))) = ptrace ρ * A := by
  constructor
  · ext i k
    simp only [ptrace, Matrix.of_apply, Matrix.mul_apply, Fintype.sum_prod_type,
      Matrix.kroneckerMap_apply, Matrix.one_apply, Finset.mul_sum]
    rw [Finset.sum_comm]
    simp
  · ext i k
    simp only [ptrace, Matrix.of_apply, Matrix.mul_apply, Fintype.sum_prod_type,
      Matrix.kroneckerMap_apply, Matrix.one_apply, Finset.sum_mul]
    rw [Finset.sum_comm]
    simp

omit [DecidableEq n] in
/-- An operator of the second subsystem can be moved cyclically under the partial trace
over that subsystem. -/
theorem ptrace_cyclic (B : Matrix n n ℂ) (ρ : Matrix (m × n) (m × n) ℂ) :
    ptrace (((1 : Matrix m m ℂ) ⊗ₖ B) * ρ) = ptrace (ρ * ((1 : Matrix m m ℂ) ⊗ₖ B)) := by
  ext i k
  simp only [ptrace, Matrix.of_apply, Matrix.mul_apply, Fintype.sum_prod_type_right,
    Matrix.kroneckerMap_apply, Matrix.one_apply, ite_mul, mul_ite, one_mul, zero_mul,
    mul_zero, Finset.sum_ite_eq, Finset.sum_ite_eq', Finset.mem_univ, if_true]
  rw [Finset.sum_comm]
  exact Finset.sum_congr rfl fun _ _ => Finset.sum_congr rfl fun _ _ => mul_comm _ _

/-- For a non-interacting sum, the partial trace of the commutator with `ρ` is the commutator
of the first subsystem's own term with the reduced matrix. -/
theorem ptrace_comm_sum (A : Matrix m m ℂ) (B : Matrix n n ℂ)
    (ρ : Matrix (m × n) (m × n) ℂ) :
    ptrace (comm (A ⊗ₖ 1 + 1 ⊗ₖ B) ρ) = comm A (ptrace ρ) := by
  have h : comm (A ⊗ₖ (1 : Matrix n n ℂ) + (1 : Matrix m m ℂ) ⊗ₖ B) ρ =
      ((A ⊗ₖ (1 : Matrix n n ℂ)) * ρ - ρ * (A ⊗ₖ (1 : Matrix n n ℂ))) -
      (ρ * ((1 : Matrix m m ℂ) ⊗ₖ B) - ((1 : Matrix m m ℂ) ⊗ₖ B) * ρ) := by
    rw [comm, add_mul, mul_add]
    abel
  rw [h, ptrace_sub, ptrace_sub, ptrace_sub, (ptrace_local A ρ).1, (ptrace_local A ρ).2,
    ptrace_cyclic, sub_self, sub_zero, comm]
```

Q: The converse is what I doubt. Could a clever interaction hide from the reduced dynamics?

A: Suppose $\mathrm{Tr}_2[M,\rho]=0$ whenever $\mathrm{Tr}_2\rho=0$. Take $\rho=a\otimes b$ with $\mathrm{Tr}\,b=0$, so that $\mathrm{Tr}_2\rho=a\,\mathrm{Tr}\,b=0$, and put $W=\mathrm{Tr}_2(M(1\otimes b))$. Since $a\otimes b=(1\otimes b)(a\otimes1)=(a\otimes1)(1\otimes b)$, the two identities above give
$$\mathrm{Tr}_2(M(a\otimes b))=Wa,\qquad \mathrm{Tr}_2((a\otimes b)M)=aW.$$
Hence $Wa=aW$ for every $a$.

```lean
/-- If the partial trace of `[M, ρ]` vanishes whenever that of `ρ` does, then averaging `M`
against a traceless `b` of the second subsystem gives a matrix that commutes with every
operator of the first. -/
theorem average_commutes {M : Matrix (m × n) (m × n) ℂ}
    (hM : ∀ ρ, ptrace ρ = 0 → ptrace (comm M ρ) = 0)
    {b : Matrix n n ℂ} (hb : b.trace = 0) (a : Matrix m m ℂ) :
    ptrace (M * ((1 : Matrix m m ℂ) ⊗ₖ b)) * a =
      a * ptrace (M * ((1 : Matrix m m ℂ) ⊗ₖ b)) := by
  have hb' : ∑ j, b j j = 0 := hb
  have h0 : ptrace (a ⊗ₖ b) = 0 := by
    ext i k
    simp only [ptrace, Matrix.of_apply, Matrix.kroneckerMap_apply, ← Finset.mul_sum, hb',
      mul_zero, Matrix.zero_apply]
  -- the two factors of a ⊗ b can be applied in either order
  have h1 : a ⊗ₖ b = ((1 : Matrix m m ℂ) ⊗ₖ b) * (a ⊗ₖ (1 : Matrix n n ℂ)) := by
    rw [← Matrix.mul_kronecker_mul, one_mul, mul_one]
  have h2 : a ⊗ₖ b = (a ⊗ₖ (1 : Matrix n n ℂ)) * ((1 : Matrix m m ℂ) ⊗ₖ b) := by
    rw [← Matrix.mul_kronecker_mul, one_mul, mul_one]
  have h3 : ptrace (M * (a ⊗ₖ b)) = ptrace (M * ((1 : Matrix m m ℂ) ⊗ₖ b)) * a := by
    rw [h1, ← mul_assoc, (ptrace_local a _).2]
  have h4 : ptrace ((a ⊗ₖ b) * M) = a * ptrace (M * ((1 : Matrix m m ℂ) ⊗ₖ b)) := by
    rw [h2, mul_assoc, (ptrace_local a _).1, ptrace_cyclic]
  have h := hM _ h0
  rw [comm, ptrace_sub, h3, h4] at h
  exact sub_eq_zero.mp h
```

A: Now let $E_{ko}$ be the matrix with a single 1 in row $k$, column $o$. The $(i,o)$ entry of $WE_{ko}=E_{ko}W$ reads $W_{ik}=\delta_{ik}W_{oo}$, so $W$ is a multiple of the identity.

```lean
/-- A matrix that commutes with all matrices is a multiple of the identity, the factor being
any one of its diagonal entries. -/
theorem scalar_of_commutes {W : Matrix m m ℂ} (hW : ∀ a, W * a = a * W) (o i k : m) :
    W i k = (1 : Matrix m m ℂ) i k * W o o := by
  have h := congrFun (congrFun (hW (Matrix.single k o 1)) i) o
  rcases eq_or_ne i k with rfl | hik
  · simpa [Matrix.mul_apply, Matrix.single_apply] using h
  · simpa [Matrix.mul_apply, Matrix.single_apply, Matrix.one_apply, hik, hik.symm] using h
```

Q: That constrains averages of $M$. How do you reach its entries?

A: Fix base indices $o$ and $p$, one in each system, and choose $b=E_{lj}-\delta_{jl}E_{pp}$, which is traceless. Then $W_{ik}=M_{ij,kl}-\delta_{jl}M_{ip,kp}$, and the scalar property gives
$$M_{ij,kl}=\underbrace{M_{ip,kp}}_{A_{ik}}\delta_{jl}+\delta_{ik}\underbrace{(M_{oj,ol}-\delta_{jl}M_{op,op})}_{B_{jl}}.$$

In Lean, `Matrix.single l j c` is $cE_{lj}$. Its coefficient may be any complex number, including the identity's entry $\delta_{jl}$, so one test matrix serves both $j=l$ and $j\ne l$. `havg` expands $W$, `hs` picks out the entry, and `linear_combination h` rearranges the result.

```lean
/-- For nonempty subsystems, the partial trace of `[M, ρ]` vanishes for every `ρ` with zero
partial trace if and only if `M` is a non-interacting sum `A ⊗ 1 + 1 ⊗ B`. -/
theorem autonomous_iff_nonInteracting [Nonempty m] [Nonempty n]
    (M : Matrix (m × n) (m × n) ℂ) :
    (∀ ρ, ptrace ρ = 0 → ptrace (comm M ρ) = 0) ↔ NonInteracting M := by
  constructor
  · intro hM
    obtain ⟨o⟩ := ‹Nonempty m›
    obtain ⟨p⟩ := ‹Nonempty n›
    refine ⟨Matrix.of fun i k => M (i, p) (k, p), Matrix.of fun j l =>
      M (o, j) (o, l) - (1 : Matrix n n ℂ) j l * M (o, p) (o, p), ?_⟩
    have havg : ∀ (b : Matrix n n ℂ) (i k : m), ptrace (M * ((1 : Matrix m m ℂ) ⊗ₖ b)) i k =
        ∑ j, ∑ l, M (i, j) (k, l) * b l j := by
      intro b i k
      simp [ptrace, Matrix.mul_apply, Fintype.sum_prod_type_right, Matrix.one_apply]
    have hs : ∀ (i k : m) (j l : n) (c : ℂ),
        ∑ j', ∑ l', M (i, j') (k, l') * Matrix.single l j c l' j' = M (i, j) (k, l) * c := by
      intro i k j l c
      simp [Matrix.single_apply, ite_and]
    ext ⟨i, j⟩ ⟨k, l⟩
    -- a traceless test matrix that picks out the entry (j, l)
    have hb : (Matrix.single l j (1 : ℂ) -
        Matrix.single p p ((1 : Matrix n n ℂ) j l)).trace = 0 := by
      simp only [Matrix.trace, Matrix.diag_apply, Matrix.sub_apply, Finset.sum_sub_distrib,
        Matrix.single_apply, ite_and, Finset.sum_ite_eq, Finset.mem_univ, if_true,
        Matrix.one_apply, sub_self]
    have h := scalar_of_commutes (average_commutes hM hb) o i k
    simp only [havg, Matrix.sub_apply, mul_sub, Finset.sum_sub_distrib, hs] at h
    simp only [Matrix.add_apply, Matrix.kroneckerMap_apply, Matrix.of_apply]
    linear_combination h
  · rintro ⟨A, B, rfl⟩ ρ hρ
    rw [ptrace_comm_sum, hρ, comm, mul_zero, zero_mul, sub_zero]
```

Q: A vanishing condition is still not an equation of motion.

A: The next theorem asks for a function $L$ with $\mathrm{Tr}_2(-i[H,\rho])=L(\mathrm{Tr}_2\rho)$ for all $\rho$, assuming neither linearity nor continuity. Setting $\rho=0$ gives $L(0)=0$, which returns us to the previous condition. Conversely, $L(r)=-i[A,r]$ works.

```lean
/-- For nonempty subsystems, the reduced velocity `Tr₂(-i[H, ρ])` is a function of the reduced
matrix `Tr₂ ρ` alone, for all matrices `ρ`, if and only if `H` is non-interacting. -/
theorem closed_equation_iff [Nonempty m] [Nonempty n] (H : Matrix (m × n) (m × n) ℂ) :
    (∃ L : Matrix m m ℂ → Matrix m m ℂ,
      ∀ ρ, ptrace ((-Complex.I) • comm H ρ) = L (ptrace ρ)) ↔ NonInteracting H := by
  have hsmul : ∀ (c : ℂ) (σ : Matrix (m × n) (m × n) ℂ),
      ptrace (c • σ) = c • ptrace σ := by
    intro c σ
    ext i k
    simp [ptrace, Finset.mul_sum]
  constructor
  · rintro ⟨L, hL⟩
    refine (autonomous_iff_nonInteracting H).1 fun ρ hρ => ?_
    have hz : ptrace (0 : Matrix (m × n) (m × n) ℂ) = 0 := by
      ext i k
      simp [ptrace]
    -- comparison with ρ = 0 shows that L vanishes at 0
    have h0 := hL 0
    rw [comm, mul_zero, zero_mul, sub_zero, smul_zero, hz] at h0
    have h := hL ρ
    rw [hρ, ← h0, hsmul] at h
    exact (smul_eq_zero.mp h).resolve_left (neg_ne_zero.mpr Complex.I_ne_zero)
  · rintro ⟨A, B, rfl⟩
    exact ⟨fun r => (-Complex.I) • comm A r, fun ρ => by rw [hsmul, ptrace_comm_sum]⟩
```

Q: "All $\rho$" includes matrices that are not states.

A: Yes. The equivalence also holds when $\rho$ runs over density matrices only and $L$ is defined on reduced states only, though the Lean code does not prove that version. Adding a small Hermitian matrix with zero partial trace to the maximally mixed state gives another state with the same reduced state. Comparing the two velocities gives the vanishing condition for every Hermitian matrix with zero partial trace, and complex combinations give the rest.

Q: Yet people write master equations for interacting systems.

A: They restrict the joint states, for instance by starting from an uncorrelated product with a fixed environment state, or they approximate. For finite systems with an interacting $H$, the theorem excludes an exact equation that gives the present velocity as a function of the present reduced matrix for every joint matrix. It does not exclude equations that also use higher time derivatives or the past of the reduced matrix.

Q: Show me an interaction being caught.

A: Take the Ising coupling $Z\otimes Z$. The matrix $X\otimes Z$ has zero partial trace, but $[Z\otimes Z,X\otimes Z]=2iY\otimes1$, whose partial trace is $4iY$. In normalised terms, the states $\tfrac14 1$ and $\tfrac14(1+X\otimes Z)$ both reduce to $\tfrac12 1$, while their reduced velocities are $0$ and $Y$.

```lean
/-- The Pauli matrix `X`. -/
def pauliX : Matrix (Fin 2) (Fin 2) ℂ := !![0, 1; 1, 0]

/-- The Pauli matrix `Z`. -/
def pauliZ : Matrix (Fin 2) (Fin 2) ℂ := !![1, 0; 0, -1]

/-- The correlation `X ⊗ Z` has zero partial trace, but its commutator with the Ising coupling
`Z ⊗ Z` has a non-zero one, given here explicitly. -/
theorem ising_correlation : ptrace (pauliX ⊗ₖ pauliZ) = 0 ∧
    ptrace (comm (pauliZ ⊗ₖ pauliZ) (pauliX ⊗ₖ pauliZ)) = !![0, 4; -4, 0] := by
  constructor
  · ext i j
    fin_cases i <;> fin_cases j <;> simp [ptrace, pauliX, pauliZ, Fin.sum_univ_two]
  · ext i j
    fin_cases i <;> fin_cases j <;>
      simp [ptrace, comm, pauliX, pauliZ, Matrix.mul_apply, Fintype.sum_prod_type,
        Fin.sum_univ_two] <;> norm_num
```

A: The Lean proof checks the entries, and the equivalence then rules out any splitting of $Z\otimes Z$ into one-spin terms.

```lean
/-- The Ising coupling `Z ⊗ Z` of two spins is not a non-interacting sum. -/
theorem ising_interacts : ¬ NonInteracting (pauliZ ⊗ₖ pauliZ) := by
  intro h
  have h0 := (autonomous_iff_nonInteracting _).2 h _ ising_correlation.1
  rw [ising_correlation.2] at h0
  have h1 := congrFun (congrFun h0 0) 1
  norm_num at h1

end

end AutonomousSubsystem
```

```lean
#print axioms AutonomousSubsystem.closed_equation_iff
#print axioms AutonomousSubsystem.ising_interacts
```

```
'AutonomousSubsystem.closed_equation_iff' depends on axioms: [propext, Classical.choice, Quot.sound]
'AutonomousSubsystem.ising_interacts' depends on axioms: [propext, Classical.choice, Quot.sound]
```
